# Truncating the density matrix of a uniform half-filled chain leaves a diagonal idempotency defect of order one over the cutoff

Take an infinite uniform chain with one orthonormal orbital per site and the same hopping $-t$, $t>0$, between all nearest neighbours. Fill it halfway with non-interacting electrons at zero temperature, which makes it a metal, and discard every density-matrix element beyond second neighbours, a simple model of the distance cutoff used in some linear-scaling methods. Per spin, each row keeps $1/2$ on the diagonal, $1/\pi$ at the two nearest neighbours and $0$ at the second neighbours. The full matrix is a projector, equal to its own square. The truncated matrix $T$ is not:

$$T_{ii}-(T^2)_{ii}=\tfrac12-\left(\tfrac14+\tfrac{2}{\pi^2}\right)=\tfrac14-\tfrac{2}{\pi^2}\approx 0.047 .$$

The defect is the sum of the squares of the elements discarded from one row. For cutoff $2m$ with $m\ge1$, it lies between $1/(\pi^2(2m+1))$ and $1/(2\pi^2m)$.

In Lean 4 with Mathlib:

```lean
import Mathlib

open Real Filter Topology

namespace MetallicTruncationDefect

noncomputable section
```

## The chain and its truncated matrix

Sites are integers, with unit lattice spacing. The density matrix is the Bloch integral over occupied wave numbers,

$$\rho_{ij}=\frac1{2\pi}\int_{-\pi/2}^{\pi/2}\cos((i-j)q)\,dq .$$

The sine part of the Bloch phase cancels because the band is symmetric. No Hamiltonian appears: that these are the occupied states is put in by definition, and it holds for nearest-neighbour hopping with energy $-2t\cos q$, $t>0$.

```lean
/-- Density matrix of the half-filled infinite chain between sites `i` and `j`: the Bloch
integral over the occupied states, with wave numbers from `-π/2` to `π/2`. -/
def densityMatrix (i j : ℤ) : ℝ :=
  1 / (2 * π) * ∫ q in (-(π / 2))..(π / 2), Real.cos (((i - j : ℤ) : ℝ) * q)
```

Truncation at distance $R$ keeps the exact elements with $|i-j|\le R$ and sets the others to zero.

```lean
/-- The density matrix with all elements between sites farther apart than `R` set to zero. -/
def truncated (R : ℕ) (i j : ℤ) : ℝ :=
  if |i - j| ≤ (R : ℤ) then densityMatrix i j else 0
```

The defect at site $i$ uses the true matrix product, with `∑'` running over all sites of the chain.

```lean
/-- Diagonal idempotency defect at site `i`: the diagonal element of `T - T²`, where `T` is the
density matrix truncated at distance `R`. -/
def defect (R : ℕ) (i : ℤ) : ℝ :=
  truncated R i i - ∑' j : ℤ, truncated R i j * truncated R j i
```

## Elements at odd and even separation

For $c\neq0$, integrating the cosine gives $2\sin(c\pi/2)/c$.

```lean
/-- The integral of a cosine of nonzero frequency `c` over the occupied band. -/
lemma band_integral (c : ℝ) (hc : c ≠ 0) :
    ∫ q in (-(π / 2))..(π / 2), Real.cos (c * q) = 2 * Real.sin (c * (π / 2)) / c := by
  rw [intervalIntegral.integral_comp_mul_left (fun x => Real.cos x) hc, integral_cos,
    smul_eq_mul, mul_neg, Real.sin_neg]
  ring
```

Since the cosine is even, $\rho_{ij}=\rho_{ji}$.

```lean
/-- The density matrix is symmetric. -/
lemma densityMatrix_symm (i j : ℤ) : densityMatrix i j = densityMatrix j i := by
  have h (q : ℝ) : Real.cos (((i - j : ℤ) : ℝ) * q) = Real.cos (((j - i : ℤ) : ℝ) * q) := by
    rw [← Real.cos_neg]
    congr 1
    push_cast
    ring
  simp only [densityMatrix, h]
```

At separation $n\ne0$, therefore, $\rho=\sin(n\pi/2)/(\pi n)$. For odd $n=2k+1$ the sine is $\pm1$, so $\rho^2=1/(\pi^2n^2)$. The integer $k$ may be negative, which covers both directions. In the proof, `hs` is the statement that the squared sine is one.

```lean
/-- Between sites at odd separation `2k + 1` the squared density-matrix element is
`1 / (π² (2k + 1)²)`. -/
lemma densityMatrix_sq_odd (i j k : ℤ) (h : i - j = 2 * k + 1) :
    densityMatrix i j ^ 2 = 1 / (π ^ 2 * (2 * (k : ℝ) + 1) ^ 2) := by
  have hc : 2 * (k : ℝ) + 1 ≠ 0 := by
    exact_mod_cast (by omega : (2 * k + 1 : ℤ) ≠ 0)
  have hs : Real.sin ((2 * (k : ℝ) + 1) * (π / 2)) ^ 2 = 1 := by
    rw [show (2 * (k : ℝ) + 1) * (π / 2) = k * π + π / 2 by ring, Real.sin_add_pi_div_two]
    have h1 := Real.sin_sq_add_cos_sq ((k : ℝ) * π)
    rw [Real.sin_int_mul_pi] at h1
    linarith
  unfold densityMatrix
  rw [h, show ((2 * k + 1 : ℤ) : ℝ) = 2 * (k : ℝ) + 1 by push_cast; ring, band_integral _ hc,
    div_mul_div_comm, div_pow, div_eq_div_iff
      (pow_ne_zero _ (mul_ne_zero (mul_ne_zero two_ne_zero Real.pi_ne_zero) hc))
      (mul_ne_zero (pow_ne_zero _ Real.pi_ne_zero) (pow_ne_zero _ hc))]
  linear_combination 4 * π ^ 2 * (2 * (k : ℝ) + 1) ^ 2 * hs
```

For even $n=2k\neq0$ the sine is $\sin k\pi=0$.

```lean
/-- Between different sites at even separation the density matrix vanishes. -/
lemma densityMatrix_even (i j k : ℤ) (hk : k ≠ 0) (h : i - j = 2 * k) :
    densityMatrix i j = 0 := by
  have hc : 2 * (k : ℝ) ≠ 0 := mul_ne_zero two_ne_zero (Int.cast_ne_zero.mpr hk)
  unfold densityMatrix
  rw [h, show ((2 * k : ℤ) : ℝ) = 2 * (k : ℝ) by push_cast; ring, band_integral _ hc,
    show 2 * (k : ℝ) * (π / 2) = k * π by ring, Real.sin_int_mul_pi]
  simp
```

At $n=0$ the integrand is $1$ and the integral is $\pi$, which gives $\rho_{ii}=1/2$.

```lean
/-- Each site carries half an electron per spin. -/
lemma densityMatrix_diag (i : ℤ) : densityMatrix i i = 1 / 2 := by
  simp only [densityMatrix, sub_self, Int.cast_zero, zero_mul, Real.cos_zero,
    intervalIntegral.integral_const, smul_eq_mul, mul_one]
  rw [show π / 2 - -(π / 2) = π by ring]
  field_simp
```

## Summing the row

Widening the window from $2m$ to $2m+2$ adds four sites, at distances $2m+1$ and $2m+2$ on either side. Induction on $m$ arranges the whole sum this way.

```lean
/-- A sum over the sites within distance `2m` of site `i`, arranged by distance. -/
lemma sum_window (F : ℤ → ℝ) (i : ℤ) (m : ℕ) :
    ∑ j ∈ Finset.Icc (i - 2 * (m : ℤ)) (i + 2 * (m : ℤ)), F j =
      F i + ∑ k ∈ Finset.range m, (F (i + (2 * (k : ℤ) + 1)) + F (i - (2 * (k : ℤ) + 1))
        + F (i + (2 * (k : ℤ) + 2)) + F (i - (2 * (k : ℤ) + 2))) := by
  induction m with
  | zero => simp
  | succ m ih =>
    have hset : Finset.Icc (i - 2 * ((m + 1 : ℕ) : ℤ)) (i + 2 * ((m + 1 : ℕ) : ℤ)) =
        insert (i + (2 * (m : ℤ) + 1)) (insert (i - (2 * (m : ℤ) + 1))
          (insert (i + (2 * (m : ℤ) + 2)) (insert (i - (2 * (m : ℤ) + 2))
            (Finset.Icc (i - 2 * (m : ℤ)) (i + 2 * (m : ℤ)))))) := by
      ext j
      simp only [Finset.mem_insert, Finset.mem_Icc]
      omega
    rw [hset, Finset.sum_insert, Finset.sum_insert, Finset.sum_insert, Finset.sum_insert, ih,
      Finset.sum_range_succ]
    · ring
    all_goals
      simp only [Finset.mem_insert, Finset.mem_Icc]
      omega
```

By symmetry $(T^2)_{ii}=\sum_{|i-j|\le2m}\rho_{ij}^2$. Each odd distance contributes twice and each nonzero even distance not at all, so the defect at cutoff $2m$, written $d_m$, is

$$d_m=\frac12-\frac14-\frac2{\pi^2}\sum_{k<m}\frac1{(2k+1)^2}.$$

In the proof, `hsum` reduces the infinite product sum to the window and `hterm` evaluates each group of four.

```lean
/-- Closed form of the diagonal idempotency defect after truncation at distance `2m`. -/
theorem defect_eq (m : ℕ) (i : ℤ) :
    defect (2 * m) i =
      1 / 4 - 2 / π ^ 2 * ∑ k ∈ Finset.range m, 1 / (2 * (k : ℝ) + 1) ^ 2 := by
  -- only sites inside the cutoff contribute to the matrix product
  have hsum : ∑' j : ℤ, truncated (2 * m) i j * truncated (2 * m) j i =
      ∑ j ∈ Finset.Icc (i - 2 * (m : ℤ)) (i + 2 * (m : ℤ)), densityMatrix i j ^ 2 := by
    rw [tsum_eq_sum (s := Finset.Icc (i - 2 * (m : ℤ)) (i + 2 * (m : ℤ)))]
    · refine Finset.sum_congr rfl fun j hj => ?_
      rw [Finset.mem_Icc] at hj
      have h1 : |i - j| ≤ ((2 * m : ℕ) : ℤ) := abs_le.mpr ⟨by omega, by omega⟩
      have h2 : |j - i| ≤ ((2 * m : ℕ) : ℤ) := abs_le.mpr ⟨by omega, by omega⟩
      simp only [truncated, if_pos h1, if_pos h2]
      rw [densityMatrix_symm j i]
      ring
    · intro j hj
      have h1 : ¬ |i - j| ≤ ((2 * m : ℕ) : ℤ) := by
        intro h
        rw [abs_le] at h
        exact hj (Finset.mem_Icc.mpr ⟨by omega, by omega⟩)
      simp only [truncated, if_neg h1, zero_mul]
  have hd : truncated (2 * m) i i = 1 / 2 := by
    have h0 : |i - i| ≤ ((2 * m : ℕ) : ℤ) := abs_le.mpr ⟨by omega, by omega⟩
    simp only [truncated, if_pos h0, densityMatrix_diag]
  -- each odd distance contributes twice, nonzero even distances not at all
  have hterm : ∀ k ∈ Finset.range m,
      densityMatrix i (i + (2 * (k : ℤ) + 1)) ^ 2 + densityMatrix i (i - (2 * (k : ℤ) + 1)) ^ 2
        + densityMatrix i (i + (2 * (k : ℤ) + 2)) ^ 2
        + densityMatrix i (i - (2 * (k : ℤ) + 2)) ^ 2
      = 2 / π ^ 2 * (1 / (2 * (k : ℝ) + 1) ^ 2) := by
    intro k _
    rw [densityMatrix_symm i (i + (2 * (k : ℤ) + 1)),
      densityMatrix_sq_odd (i + (2 * (k : ℤ) + 1)) i k (by ring),
      densityMatrix_sq_odd i (i - (2 * (k : ℤ) + 1)) k (by ring),
      densityMatrix_even i (i + (2 * (k : ℤ) + 2)) (-(k : ℤ) - 1) (by omega) (by ring),
      densityMatrix_even i (i - (2 * (k : ℤ) + 2)) ((k : ℤ) + 1) (by omega) (by ring),
      Int.cast_natCast, div_mul_div_comm]
    ring
  unfold defect
  rw [hsum, hd, sum_window (fun j => densityMatrix i j ^ 2), Finset.sum_congr rfl hterm,
    ← Finset.mul_sum, densityMatrix_diag]
  ring
```

## The defect as a tail

From $\sum_{n\ge1}1/n^2=\pi^2/6$ subtract the even terms, $\frac14\cdot\frac{\pi^2}6$. The odd terms sum to $\pi^2/8$.

```lean
/-- The inverse squares of the odd numbers sum to `π² / 8`. -/
lemma hasSum_odd : HasSum (fun k : ℕ => 1 / (2 * (k : ℝ) + 1) ^ 2) (π ^ 2 / 8) := by
  have he : HasSum (fun k : ℕ => 1 / ((2 * k : ℕ) : ℝ) ^ 2) (1 / 4 * (π ^ 2 / 6)) := by
    have h : (fun k : ℕ => 1 / ((2 * k : ℕ) : ℝ) ^ 2) =
        fun k : ℕ => 1 / 4 * (1 / (k : ℝ) ^ 2) := by
      funext k
      push_cast
      ring
    rw [h]
    exact hasSum_zeta_two.mul_left (1 / 4)
  have ho : Summable (fun k : ℕ => 1 / ((2 * k + 1 : ℕ) : ℝ) ^ 2) :=
    hasSum_zeta_two.summable.comp_injective (i := fun k : ℕ => 2 * k + 1)
      (fun a b h => by dsimp only at h; omega)
  have hu := (HasSum.even_add_odd (f := fun n : ℕ => 1 / (n : ℝ) ^ 2) he ho.hasSum).unique
    hasSum_zeta_two
  have hv : ∑' k : ℕ, 1 / ((2 * k + 1 : ℕ) : ℝ) ^ 2 = π ^ 2 / 8 := by linarith
  have h := ho.hasSum
  rw [hv] at h
  push_cast at h
  exact h
```

With $r_m=\pi^2/8-\sum_{k<m}1/(2k+1)^2$, the closed form becomes $d_m=(2/\pi^2)\,r_m$.

```lean
/-- The defect is `2 / π²` times the tail of the series of odd inverse squares. -/
lemma defect_eq_tail (m : ℕ) (i : ℤ) : defect (2 * m) i =
    2 / π ^ 2 * (π ^ 2 / 8 - ∑ k ∈ Finset.range m, 1 / (2 * (k : ℝ) + 1) ^ 2) := by
  have h : 2 / π ^ 2 * (π ^ 2 / 8) = 1 / 4 := by
    rw [div_mul_div_comm, div_eq_div_iff (by positivity) (by norm_num)]
    ring
  rw [defect_eq, mul_sub, h]
```

## Bounding the tail from both sides

For the lower bound, compare $r_n$ with $b_n=3n/(12n^2+1)$. Writing $s=n(n+1)$,

$$b_n-b_{n+1}=\frac{3(12s-1)}{144s^2+24s+13}\le\frac1{4s+1}=\frac1{(2n+1)^2},$$

because $3(12s-1)(4s+1)=144s^2+24s-3$. Hence $r_n-b_n$ decreases (`hanti`). Its limit is zero, so it is never negative, and $d_m\ge 6m/(\pi^2(12m^2+1))$.

```lean
/-- Refined lower bound: the defect after truncation at distance `2m` is at least
`6m / (π² (12m² + 1))`. -/
theorem refined_lower_bound (m : ℕ) (i : ℤ) :
    6 * (m : ℝ) / (π ^ 2 * (12 * (m : ℝ) ^ 2 + 1)) ≤ defect (2 * m) i := by
  have hlim : Tendsto (fun n : ℕ => 3 * (n : ℝ) / (12 * (n : ℝ) ^ 2 + 1)) atTop (𝓝 0) := by
    refine squeeze_zero (fun n => by positivity) (fun n => ?_)
      (tendsto_one_div_add_atTop_nhds_zero_nat (𝕜 := ℝ))
    rw [div_le_div_iff₀ (by positivity) (by positivity)]
    nlinarith [sq_nonneg (6 * (n : ℝ) - 1)]
  -- tail minus comparison sequence decreases to zero, hence is nonnegative
  have hanti : Antitone (fun n : ℕ => π ^ 2 / 8
      - ∑ k ∈ Finset.range n, 1 / (2 * (k : ℝ) + 1) ^ 2
      - 3 * (n : ℝ) / (12 * (n : ℝ) ^ 2 + 1)) := by
    refine antitone_nat_of_succ_le fun n => ?_
    have hstep : 3 * (n : ℝ) / (12 * (n : ℝ) ^ 2 + 1)
        - 3 * ((n : ℝ) + 1) / (12 * ((n : ℝ) + 1) ^ 2 + 1) ≤ 1 / (2 * (n : ℝ) + 1) ^ 2 := by
      rw [div_sub_div _ _ (by positivity) (by positivity),
        div_le_div_iff₀ (by positivity) (by positivity)]
      nlinarith
    rw [Finset.sum_range_succ]
    push_cast
    linarith
  have ht := (hasSum_odd.tendsto_sum_nat.const_sub (π ^ 2 / 8)).sub hlim
  rw [sub_self, sub_zero] at ht
  have h := hanti.le_of_tendsto ht m
  rw [defect_eq_tail]
  calc 6 * (m : ℝ) / (π ^ 2 * (12 * (m : ℝ) ^ 2 + 1))
      = 2 / π ^ 2 * (3 * (m : ℝ) / (12 * (m : ℝ) ^ 2 + 1)) := by
        rw [div_mul_div_comm]
        ring
    _ ≤ _ := mul_le_mul_of_nonneg_left (by linarith) (by positivity)
```

For the upper bound, compare with $a_m=1/(4m)$:

$$a_m-a_{m+1}=\frac1{4m(m+1)}\ge\frac1{(2m+1)^2}.$$

Now $r_m-a_m$ increases to zero (`hmono`), so $r_m\le1/(4m)$. The code writes $m=n+1$.

```lean
/-- Upper bound: for `m ≥ 1` the defect after truncation at distance `2m` is at most
`1 / (2π² m)`. -/
theorem upper_bound (m : ℕ) (hm : 1 ≤ m) (i : ℤ) :
    defect (2 * m) i ≤ 1 / (2 * π ^ 2 * m) := by
  obtain ⟨n, rfl⟩ : ∃ n, m = n + 1 := ⟨m - 1, by omega⟩
  -- tail minus comparison sequence increases to zero, hence is nonpositive
  have hmono : Monotone (fun n : ℕ => π ^ 2 / 8
      - ∑ k ∈ Finset.range (n + 1), 1 / (2 * (k : ℝ) + 1) ^ 2
      - 1 / 4 * (1 / ((n : ℝ) + 1))) := by
    refine monotone_nat_of_le_succ fun n => ?_
    have hstep : 1 / (2 * ((n : ℝ) + 1) + 1) ^ 2
        ≤ 1 / 4 * (1 / ((n : ℝ) + 1)) - 1 / 4 * (1 / ((n : ℝ) + 1 + 1)) := by
      have he : 1 / 4 * (1 / ((n : ℝ) + 1)) - 1 / 4 * (1 / ((n : ℝ) + 1 + 1))
          = 1 / (4 * ((n : ℝ) + 1) * ((n : ℝ) + 1 + 1)) := by
        have h1 : (n : ℝ) + 1 ≠ 0 := by positivity
        have h2 : (n : ℝ) + 1 + 1 ≠ 0 := by positivity
        rw [← mul_sub, div_sub_div _ _ h1 h2, div_mul_div_comm]
        congr 1 <;> ring
      rw [he, div_le_div_iff₀ (by positivity) (by positivity)]
      nlinarith
    rw [Finset.sum_range_succ _ (n + 1)]
    push_cast
    linarith
  have ht := ((hasSum_odd.tendsto_sum_nat.comp (tendsto_add_atTop_nat 1)).const_sub
    (π ^ 2 / 8)).sub ((tendsto_one_div_add_atTop_nhds_zero_nat (𝕜 := ℝ)).const_mul (1 / 4))
  rw [sub_self, mul_zero, sub_zero] at ht
  have h := hmono.ge_of_tendsto ht n
  rw [defect_eq_tail]
  calc _ ≤ 2 / π ^ 2 * (1 / 4 * (1 / ((n : ℝ) + 1))) :=
        mul_le_mul_of_nonneg_left (by linarith) (by positivity)
    _ = 1 / (2 * π ^ 2 * ((n + 1 : ℕ) : ℝ)) := by
        push_cast
        rw [div_mul_div_comm, div_mul_div_comm, div_eq_div_iff (by positivity) (by positivity)]
        ring
```

The ratio of the refined lower bound to the upper bound is $12m^2/(12m^2+1)$: already $12/13$ at $m=1$, and tending to $1$ for large $m$. The simpler lower bound follows from $12m^2+1\le6m(2m+1)$, true for $m\ge1$.

```lean
/-- In the half-filled infinite chain truncated at distance `2m`, with `m ≥ 1`, the diagonal
idempotency defect lies between `1 / (π² (2m + 1))` and `1 / (2π² m)`. -/
theorem metallic_truncation_defect (m : ℕ) (hm : 1 ≤ m) (i : ℤ) :
    1 / (π ^ 2 * (2 * (m : ℝ) + 1)) ≤ defect (2 * m) i ∧
      defect (2 * m) i ≤ 1 / (2 * π ^ 2 * m) := by
  refine ⟨le_trans ?_ (refined_lower_bound m i), upper_bound m hm i⟩
  have h1 : (1 : ℝ) ≤ m := by exact_mod_cast hm
  have h2 : 12 * (m : ℝ) ^ 2 + 1 ≤ 6 * m * (2 * m + 1) := by nlinarith
  rw [div_le_div_iff₀ (by positivity) (by positivity)]
  nlinarith [mul_le_mul_of_nonneg_left h2 (sq_nonneg π)]
```

## Cutoff for a given tolerance

Solving the two bounds for $m$ gives a necessary and a sufficient condition for $d_m\le\varepsilon$.

```lean
/-- Choice of cutoff for a tolerance `ε > 0` and `m ≥ 1`: a defect of at most `ε` requires
`2m + 1 ≥ 1 / (π² ε)`, and `m ≥ 1 / (2π² ε)` guarantees it. -/
theorem cutoff_for_tolerance (m : ℕ) (hm : 1 ≤ m) (i : ℤ) (ε : ℝ) (hε : 0 < ε) :
    (defect (2 * m) i ≤ ε → 1 / (π ^ 2 * ε) ≤ 2 * (m : ℝ) + 1) ∧
      (1 / (2 * π ^ 2 * ε) ≤ (m : ℝ) → defect (2 * m) i ≤ ε) := by
  obtain ⟨hl, hu⟩ := metallic_truncation_defect m hm i
  have hm0 : (0 : ℝ) < m := by exact_mod_cast hm
  constructor
  · intro h
    have h1 := hl.trans h
    rw [div_le_iff₀ (by positivity)] at h1 ⊢
    linarith
  · intro h
    refine hu.trans ?_
    rw [div_le_iff₀ (by positivity)] at h ⊢
    linarith

end

end MetallicTruncationDefect
```

The defect $d_m$ is the trace of $T-T^2$ per site and spin, for the exact matrix truncated once; errors accumulated over the repeated steps of a density-matrix purification are a different quantity. For $\varepsilon=10^{-3}$, the necessary condition gives $m\ge50.2$ and the sufficient one $m\ge50.7$, so the smallest $m$ is 51, a cutoff of 102 lattice spacings. A cutoff of 101 gives the same matrix, because the elements at distance 102 vanish. For this gapless, non-interacting chain, a tenfold smaller defect needs about a tenfold longer cutoff.

```lean
#print axioms MetallicTruncationDefect.metallic_truncation_defect
#print axioms MetallicTruncationDefect.cutoff_for_tolerance
```

```
'MetallicTruncationDefect.metallic_truncation_defect' depends on axioms: [propext, Classical.choice, Quot.sound]
'MetallicTruncationDefect.cutoff_for_tolerance' depends on axioms: [propext, Classical.choice, Quot.sound]
```
